# The M point of nearest-neighbour graphene is a saddle of the π band

Dope a graphene sheet and the Fermi level moves away from the energy at which its two π bands touch. At first the constant-energy contours are small closed loops around the touching points. As the level moves further the loops grow, and in the nearest-neighbour model they meet at the M points, the midpoints of the edges of the hexagonal Brillouin zone. What does the band look like there?

Let $t$ be the hopping energy between neighbouring atoms, and let $a$ and $b$ be the reduced momenta, that is, the scalar products of the wave vector with two primitive lattice vectors $60^\circ$ apart. The squared band energy in units of $t^2$ is

$$g(a,b) = 3 + 2\cos a + 2\cos b + 2\cos(a-b).$$

At the M point $(\pi,0)$, $g$ equals 1 and its gradient vanishes. Its second derivative is $4$ along $(1,0)$ and $-4$ along $(1,2)$. For this non-interacting model, such a saddle in two dimensions is the source of the logarithmic van Hove peaks in the density of states at energies $\pm t$.

## From three neighbours to two bands

Each atom has three neighbours on the other sublattice. With the phase of one of them set to 1, the Bloch phases add up to $f = 1 + e^{ia} + e^{ib}$, so

$$|f|^2 = (1+\cos a+\cos b)^2 + (\sin a+\sin b)^2.$$

Expanding, the squares of sines and cosines give 3 together with the leading 1, the cross terms with 1 give $2\cos a + 2\cos b$, and the remainder is $2(\cos a\cos b+\sin a\sin b) = 2\cos(a-b)$. Hence $|f|^2=g$.

The Bloch Hamiltonian has zero diagonal and off-diagonal entries $-tf$ and $-tf^*$. Its secular equation is $E^2 - t^2|f|^2 = 0$, with solutions $E=\pm t\sqrt g$.

## Where the gradient vanishes

The partial derivatives are

$$\partial_a g = -2\sin a - 2\sin(a-b),\qquad \partial_b g = -2\sin b + 2\sin(a-b).$$

If both vanish, their sum gives $\sin b=-\sin a$. Then $\sin(a-b)=\sin a\,(\cos a+\cos b)$, and $\partial_a g=0$ becomes

$$\sin a\,(1+\cos a+\cos b)=0.$$

Either $\sin a=\sin b=0$, or both squares in $|f|^2$ vanish and $g=0$. Conversely, at $g=0$ both squares are zero, and the same substitution makes both partial derivatives vanish. When both sines are zero, so is $\sin(a-b)$, and the gradient vanishes again. The M point is of this kind, with both sines zero and $g=1$.

## Up along one line, down along another

Differentiating $g(a+su,\,b+sv)$ twice at $s=0$ gives

$$-2u^2\cos a-2v^2\cos b-2(u-v)^2\cos(a-b).$$

At $(\pi,0)$ this is $2u^2-2v^2+2(u-v)^2=4u(u-v)$, which is $4$ for $(1,0)$ and $-4$ for $(1,2)$. The second vector has length $\sqrt5$ in the $(a,b)$ plane, so the value per unit vector there is $-4/5$. In the plane of the wave vector itself, with lattice constant $\ell$, the two directions are perpendicular, and the second derivatives along unit vectors are $3\ell^2$ and $-\ell^2$.

On the two lines $g$ has simple exact forms:

$$g(\pi+s,0)=5-4\cos s,$$
$$g(\pi+s,2s)=3-4\cos s+2\cos 2s=(1-2\cos s)^2.$$

For $0<|s|<\pi/2$ we have $0<\cos s<1$. The first expression then exceeds 1, while $|1-2\cos s|<1$ keeps the second below 1. With $t>0$, the band $t\sqrt g$ therefore lies above $t$ on the first line and below $t$ on the second.

As $s\to0$ the two expressions behave as $1+2s^2$ and $1-2s^2$, in agreement with the second derivatives $\pm4$, and the band energies behave as $t(1\pm s^2)$.

For a numerical instance take $s=\pi/3$, where $\cos s=1/2$. On the first line $g=5-2=3$ and the energy is $\sqrt3\,t\approx1.73\,t$. On the second, $g=(1-1)^2=0$: the line has reached the band touching at $(4\pi/3,2\pi/3)$.

## The Bloch matrix and its energies in Lean

```lean
import Mathlib

open scoped Real

namespace GrapheneMPoint

noncomputable section
```

The momenta are arbitrary real numbers, not reduced modulo $2\pi$.

```lean
/-- The squared graphene dispersion in units of the hopping, as a function of the two
reduced momenta `a` and `b`. -/
def g (a b : ℝ) : ℝ :=
  3 + 2 * Real.cos a + 2 * Real.cos b + 2 * Real.cos (a - b)

/-- The structure factor: the sum of the Bloch phases of the three nearest neighbours. -/
def structureFactor (a b : ℝ) : ℂ :=
  1 + Complex.exp (a * Complex.I) + Complex.exp (b * Complex.I)

/-- The nearest-neighbour Bloch Hamiltonian on the two sublattices, with hopping `t`. -/
def bloch (t a b : ℝ) : Matrix (Fin 2) (Fin 2) ℂ :=
  !![0, -(t : ℂ) * structureFactor a b;
     -(t : ℂ) * starRingEnd ℂ (structureFactor a b), 0]
```

The matrix `bloch` is the starting point and is not derived from a lattice. It has one orbital per atom, equal on-site energies set to zero, no overlap between orbitals and no hopping beyond nearest neighbours. In it `starRingEnd ℂ` is complex conjugation.

```lean
/-- The band energy `t √g`. -/
def band (t a b : ℝ) : ℝ := t * Real.sqrt (g a b)
```

This is the upper band when $t\ge0$; for negative $t$ the names of the two bands are exchanged.

```lean
/-- The squared dispersion is a sum of two squares. -/
theorem g_eq_sq (a b : ℝ) :
    g a b = (1 + Real.cos a + Real.cos b) ^ 2 + (Real.sin a + Real.sin b) ^ 2 := by
  unfold g
  rw [Real.cos_sub]
  linear_combination -(Real.sin_sq_add_cos_sq a) - Real.sin_sq_add_cos_sq b
```

After the addition formula for $\cos(a-b)$, the two sides differ only by $\sin^2+\cos^2=1$, used once for $a$ and once for $b$.

```lean
/-- The squared modulus of the structure factor is the squared dispersion. -/
theorem normSq_structureFactor (a b : ℝ) :
    Complex.normSq (structureFactor a b) = g a b := by
  have hre : (structureFactor a b).re = 1 + Real.cos a + Real.cos b := by
    simp [structureFactor, Complex.exp_ofReal_mul_I_re]
  have him : (structureFactor a b).im = Real.sin a + Real.sin b := by
    simp [structureFactor, Complex.exp_ofReal_mul_I_im]
  rw [g_eq_sq, Complex.normSq_apply, hre, him]
  ring
```

`Complex.normSq` is $|f|^2$. The proof computes the real and imaginary parts of $f$ and compares them with the sum of squares.

```lean
/-- A real energy `E` solves the secular equation of the Bloch Hamiltonian exactly when it is
`t √g` or `-t √g`. -/
theorem secular_iff (t a b E : ℝ) :
    (bloch t a b - (E : ℂ) • (1 : Matrix (Fin 2) (Fin 2) ℂ)).det = 0 ↔
      E = band t a b ∨ E = -band t a b := by
  have hm := Complex.mul_conj (structureFactor a b)
  rw [normSq_structureFactor] at hm
  have hdet : (bloch t a b - (E : ℂ) • (1 : Matrix (Fin 2) (Fin 2) ℂ)).det
      = ((E ^ 2 - t ^ 2 * g a b : ℝ) : ℂ) := by
    rw [Matrix.det_fin_two]
    simp [bloch]
    linear_combination -(t : ℂ) ^ 2 * hm
  have hg : 0 ≤ g a b := by
    rw [g_eq_sq]
    positivity
  have hb : t ^ 2 * g a b = band t a b ^ 2 := by
    rw [band, mul_pow, Real.sq_sqrt hg]
  rw [hdet, Complex.ofReal_eq_zero, sub_eq_zero, hb, sq_eq_sq_iff_eq_or_eq_neg]
```

The statement says that a real $E$ makes $\det(H-E)$ zero exactly when $E=\pm t\sqrt g$. The step `hdet` evaluates the determinant as $E^2-t^2g$, using $ff^*=g$ from `hm`. Since $g\ge0$, $t^2g$ is the square of `band t a b`, and two real numbers with equal squares agree up to sign.

## Stationary momenta in Lean

```lean
/-- The gradient of the squared dispersion at an arbitrary momentum. -/
theorem hasFDerivAt_g (a b : ℝ) :
    HasFDerivAt (fun p : ℝ × ℝ => g p.1 p.2)
      ((-2 * Real.sin a - 2 * Real.sin (a - b)) • ContinuousLinearMap.fst ℝ ℝ ℝ
        + (-2 * Real.sin b + 2 * Real.sin (a - b)) • ContinuousLinearMap.snd ℝ ℝ ℝ)
      (a, b) := by
  have h1 : HasFDerivAt (fun p : ℝ × ℝ => p.1) (ContinuousLinearMap.fst ℝ ℝ ℝ) (a, b) :=
    hasFDerivAt_fst
  have h2 : HasFDerivAt (fun p : ℝ × ℝ => p.2) (ContinuousLinearMap.snd ℝ ℝ ℝ) (a, b) :=
    hasFDerivAt_snd
  have h3 := h1.fun_sub h2
  refine ((((h1.cos.const_mul 2).const_add 3).fun_add (h2.cos.const_mul 2)).fun_add
    (h3.cos.const_mul 2)).congr_fderiv ?_
  refine ContinuousLinearMap.ext fun q => ?_
  simp
  ring
```

`HasFDerivAt` states that a function on the plane has a given linear map as its total derivative. The projections `fst` and `snd` play the roles of $da$ and $db$, so their coefficients are the partial derivatives found above. The proof applies the chain rule to each cosine.

```lean
/-- The squared dispersion is stationary exactly where it vanishes or where both reduced
momenta have zero sine. -/
theorem stationary_iff (a b : ℝ) :
    HasFDerivAt (fun p : ℝ × ℝ => g p.1 p.2) (0 : ℝ × ℝ →L[ℝ] ℝ) (a, b) ↔
      g a b = 0 ∨ (Real.sin a = 0 ∧ Real.sin b = 0) := by
  constructor
  · intro h
    have hu := h.unique (hasFDerivAt_g a b)
    -- read off the two partial derivatives
    have e1 := congrArg (fun L : ℝ × ℝ →L[ℝ] ℝ => L (1, 0)) hu
    have e2 := congrArg (fun L : ℝ × ℝ →L[ℝ] ℝ => L (0, 1)) hu
    have e1' : 0 = -2 * Real.sin a - 2 * Real.sin (a - b) := by simpa using e1
    have e2' : 0 = -2 * Real.sin b + 2 * Real.sin (a - b) := by simpa using e2
    have hs : Real.sin b = -Real.sin a := by linarith
    rw [Real.sin_sub, hs] at e1'
    have hp : Real.sin a * (1 + Real.cos a + Real.cos b) = 0 := by
      linear_combination e1' / 2
    rcases mul_eq_zero.mp hp with h0 | h0
    · exact Or.inr ⟨h0, by rw [hs, h0, neg_zero]⟩
    · left
      rw [g_eq_sq, h0, hs]
      ring
  · intro h
    have hc : -2 * Real.sin a - 2 * Real.sin (a - b) = 0 ∧
        -2 * Real.sin b + 2 * Real.sin (a - b) = 0 := by
      rw [Real.sin_sub]
      rcases h with h | ⟨ha, hb⟩
      · -- a vanishing sum of squares forces both squares to vanish
        rw [g_eq_sq] at h
        have hx : 1 + Real.cos a + Real.cos b = 0 := by
          nlinarith [sq_nonneg (1 + Real.cos a + Real.cos b),
            sq_nonneg (Real.sin a + Real.sin b)]
        have hy : Real.sin a + Real.sin b = 0 := by
          nlinarith [sq_nonneg (1 + Real.cos a + Real.cos b),
            sq_nonneg (Real.sin a + Real.sin b)]
        constructor
        · linear_combination -2 * Real.sin a * hx + 2 * Real.cos a * hy
        · linear_combination 2 * Real.sin a * hx - 2 * (1 + Real.cos a) * hy
      · rw [ha, hb]
        constructor <;> ring
    refine (hasFDerivAt_g a b).congr_fderiv ?_
    rw [hc.1, hc.2]
    simp
```

A zero gradient is expressed as the zero linear map being the derivative. In the forward direction, uniqueness of the derivative equates this map with the one just computed, and applying both to `(1, 0)` and `(0, 1)` yields the two scalar equations. Then `hs` is $\sin b=-\sin a$, and `hp` is the factorised product. In the converse, `hx` and `hy` say that each square in $g$ vanishes, and `linear_combination` assembles the partial derivatives from them. The classification concerns $g$; the band itself has conical points where $g=0$.

## Opposite curvatures and the band around M

```lean
/-- The slope of the squared dispersion along the straight line through `(a, b)` with
direction `(u, v)`. -/
theorem hasDerivAt_line (a b u v s : ℝ) :
    HasDerivAt (fun s : ℝ => g (a + s * u) (b + s * v))
      (-2 * u * Real.sin (a + s * u) - 2 * v * Real.sin (b + s * v)
        - 2 * (u - v) * Real.sin (a + s * u - (b + s * v))) s := by
  have ray (c w : ℝ) : HasDerivAt (fun s : ℝ => c + s * w) w s :=
    (((hasDerivAt_id' s).mul_const w).const_add c).congr_deriv (by ring)
  have h3 := (ray a u).fun_sub (ray b v)
  refine (((((ray a u).cos.const_mul 2).const_add 3).fun_add
    ((ray b v).cos.const_mul 2)).fun_add (h3.cos.const_mul 2)).congr_deriv ?_
  ring
```

The auxiliary `ray` gives the derivative of $c+sw$ as $w$, and the chain rule gives the slope at every $s$.

```lean
/-- The second derivative of the squared dispersion at `(a, b)` along the direction
`(u, v)`. -/
theorem curvature (a b u v : ℝ) :
    HasDerivAt (deriv fun s : ℝ => g (a + s * u) (b + s * v))
      (-2 * u ^ 2 * Real.cos a - 2 * v ^ 2 * Real.cos b
        - 2 * (u - v) ^ 2 * Real.cos (a - b)) 0 := by
  have ray (c w : ℝ) : HasDerivAt (fun s : ℝ => c + s * w) w 0 :=
    (((hasDerivAt_id' (0 : ℝ)).mul_const w).const_add c).congr_deriv (by ring)
  have h3 := (ray a u).fun_sub (ray b v)
  rw [funext fun s => (hasDerivAt_line a b u v s).deriv]
  refine ((((ray a u).sin.const_mul (-2 * u)).fun_sub
    ((ray b v).sin.const_mul (2 * v))).fun_sub
    (h3.sin.const_mul (2 * (u - v)))).congr_deriv ?_
  simp only [zero_mul, add_zero]
  ring
```

The second derivative is stated as the derivative at 0 of the function `deriv`. The preceding theorem supplies that function explicitly for all $s$, so it can be replaced by sines and differentiated once more. The direction $(u,v)$ is not normalised.

```lean
/-- At the M point `(π, 0)` the squared dispersion has value 1 and zero gradient, with second
derivative 4 along `(1, 0)` and -4 along `(1, 2)`. -/
theorem m_point_saddle :
    g π 0 = 1 ∧
    HasFDerivAt (fun p : ℝ × ℝ => g p.1 p.2) (0 : ℝ × ℝ →L[ℝ] ℝ) (π, 0) ∧
    HasDerivAt (deriv fun s : ℝ => g (π + s) 0) 4 0 ∧
    HasDerivAt (deriv fun s : ℝ => g (π + s) (2 * s)) (-4) 0 := by
  refine ⟨?_, (stationary_iff π 0).2 (Or.inr ⟨Real.sin_pi, Real.sin_zero⟩), ?_, ?_⟩
  · simp only [g, sub_zero, Real.cos_pi, Real.cos_zero]
    norm_num
  · have e : (fun s : ℝ => g (π + s) 0) = fun s => g (π + s * 1) (0 + s * 0) := by
      funext s
      simp only [mul_one, mul_zero, add_zero]
    rw [e]
    refine (curvature π 0 1 0).congr_deriv ?_
    simp only [sub_zero, Real.cos_pi, Real.cos_zero]
    norm_num
  · have e : (fun s : ℝ => g (π + s) (2 * s)) = fun s => g (π + s * 1) (0 + s * 2) := by
      funext s
      rw [mul_one, zero_add, mul_comm 2 s]
    rw [e]
    refine (curvature π 0 1 2).congr_deriv ?_
    simp only [sub_zero, Real.cos_pi, Real.cos_zero]
    norm_num
```

The four parts are the value, the zero gradient and the two second derivatives. The gradient comes from `stationary_iff`, since $\sin\pi=\sin0=0$. For each second derivative, `e` rewrites the line in the form that `curvature` expects, and inserting the cosines leaves arithmetic. The word "saddle" stands here for the zero gradient together with curvatures of opposite sign.

```lean
/-- For `t > 0` and displacements `0 < |s| < π/2` from the M point, the band energy `t √g` lies
below `t` along `(1, 2)` and above `t` along `(1, 0)`. -/
theorem band_saddle {t s : ℝ} (ht : 0 < t) (hs : 0 < |s|) (hs' : |s| < π / 2) :
    band t (π + s) (2 * s) < t ∧ t < band t (π + s) 0 := by
  have hpos : 0 < Real.cos s := by
    rw [← Real.cos_abs]
    exact Real.cos_pos_of_mem_Ioo ⟨by linarith, hs'⟩
  have hlt : Real.cos s < 1 := by
    rw [← Real.cos_abs, ← Real.cos_zero]
    exact Real.cos_lt_cos_of_nonneg_of_le_pi_div_two le_rfl hs'.le hs
  have hc : Real.cos (π + s) = -Real.cos s := by
    rw [add_comm, Real.cos_add_pi]
  -- exact form of the dispersion on the two lines
  have h1 : g (π + s) (2 * s) = (1 - 2 * Real.cos s) ^ 2 := by
    have e : π + s - 2 * s = π - s := by ring
    rw [g, e, hc, Real.cos_pi_sub, Real.cos_two_mul]
    ring
  have h2 : g (π + s) 0 = 5 - 4 * Real.cos s := by
    rw [g, sub_zero, hc, Real.cos_zero]
    ring
  have l1 : Real.sqrt (g (π + s) (2 * s)) < 1 := by
    rw [Real.sqrt_lt' one_pos, h1]
    nlinarith [mul_pos hpos (sub_pos.mpr hlt)]
  have l2 : 1 < Real.sqrt (g (π + s) 0) := by
    rw [Real.lt_sqrt zero_le_one, h2]
    linarith
  unfold band
  constructor
  · nlinarith [mul_pos ht (sub_pos.mpr l1)]
  · nlinarith [mul_pos ht (sub_pos.mpr l2)]

end

end GrapheneMPoint
```

This carries the saddle over from $g$ to the energy. The bounds on $\cos s$ are `hpos` and `hlt`, and the exact forms on the two lines are `h1` and `h2`. From them `l1` and `l2` place $\sqrt g$ below and above 1, and multiplication by $t>0$ finishes the proof. Because $s$ may be as small as one likes, M is neither a local maximum nor a local minimum of the band. At $|s|=\pi/2$ the energy on the line along $(1,2)$ has returned to exactly $t$, so the strict inequality fails there.

```lean
#print axioms GrapheneMPoint.secular_iff
-- 'GrapheneMPoint.secular_iff' depends on axioms: [propext, Classical.choice, Quot.sound]
#print axioms GrapheneMPoint.m_point_saddle
-- 'GrapheneMPoint.m_point_saddle' depends on axioms: [propext, Classical.choice, Quot.sound]
#print axioms GrapheneMPoint.band_saddle
-- 'GrapheneMPoint.band_saddle' depends on axioms: [propext, Classical.choice, Quot.sound]
```
